# Two-point cutoff extrapolation of $E_0+A/G^3+B/G^5$ has an error independent of $A$ and opposite in sign to $B$

I have a correlation energy at two plane-wave cutoffs, $G=1$ and $G=2$ in some unit, and want its infinite-cutoff limit $E_0$. If the energy is $E(G)=E_0+A/G^3+B/G^5$, then $E(1)=E_0+A+B$ and $8E(2)=8E_0+A+B/4$. Subtracting and dividing by 7 gives $E_0-\tfrac{3}{28}B$. The large term $A$ has vanished, and for positive $B$ I land below the limit. Is that an accident of these two cutoffs, or can I rely on the sign? And how large is the error in general?

## The error is $-Bc$ with a positive coefficient $c$

It is general: within your model, the sign is the same for any $0<G_1<G_2$. Multiplying the energy by $G^3$ gives

$$G^3E(G)=E_0G^3+A+\frac{B}{G^2}.$$

The constant $A$ cancels when the values at the two cutoffs are subtracted. Dividing by $G_2^3-G_1^3>0$ leaves

$$X_{12}=\frac{G_2^3E(G_2)-G_1^3E(G_1)}{G_2^3-G_1^3}=E_0-Bc_{12},\qquad c_{12}=\frac{G_1^{-2}-G_2^{-2}}{G_2^3-G_1^3}.$$

Both parts of $c_{12}$ contain the factor $G_2-G_1$. Cancelling it gives

$$c_{12}=\frac{G_1+G_2}{G_1^2G_2^2\,(G_1^2+G_1G_2+G_2^2)}>0.$$

So $X_{12}$ is below $E_0$ exactly when $B>0$ and above it exactly when $B<0$.

For the size, put $G_2=G_1+d$ with $d>0$. Then

$$3G_2^5(G_1+G_2)-2G_1^2G_2^2(G_1^2+G_1G_2+G_2^2)=G_2^2(15G_1^3d+25G_1^2d^2+15G_1d^3+3d^4),$$

$$2G_1^2G_2^2(G_1^2+G_1G_2+G_2^2)-3G_1^5(G_1+G_2)=G_1^2(15G_1^3d+20G_1^2d^2+10G_1d^3+2d^4).$$

Both are positive, hence $2/(3G_2^5)<c_{12}<2/(3G_1^5)$. For $B\ne0$, multiplying by $|B|$ bounds the error.

The weights are forced as well. Suppose $w_1E(G_1)+w_2E(G_2)=E_0$ for all $E_0,A$ when $B=0$. Then $w_1+w_2=1$ and $w_1/G_1^3+w_2/G_2^3=0$, so $w_1=-G_1^3/(G_2^3-G_1^3)$ and $w_2=G_2^3/(G_2^3-G_1^3)$. Conversely, these weights give $X_{12}$, which is $E_0$ at $B=0$.

A third cutoff $G_3>G_2$ removes $B$ too. With $X_{23}=E_0-Bc_{23}$,

$$\frac{c_{12}X_{23}-c_{23}X_{12}}{c_{12}-c_{23}}=E_0.$$

The denominator is positive because $c_{23}<2/(3G_2^5)<c_{12}$.

## What the Lean definitions stand for

`cutoffEnergy E0 A B G` is the model energy, with real parameters. Here `G` is the cutoff wave number, not a reciprocal lattice vector or a cutoff energy. The $A$ term stands for the slow convergence caused by the electron–electron cusp; $B$ is a postulated next correction. `extrapolate` accepts any real energy curve, and `residualWeight` is $c$, not one of the weights $w_1,w_2$.

`extrapolate_cutoffEnergy` states the error formula for all real `E0`, `A`, `B` and $0<G_1<G_2$. `error_sign` gives the two equivalences, `error_size` the strict bounds for $B\ne0$, `weights_unique` the forced weights, and `three_point_exact` the elimination of $B$.

This bears on extrapolating plane-wave correlation energies, provided that the computed values follow the two-term form. Whether they do at your cutoffs is the step left to the calculation: higher-order terms or numerical noise can change the sign of the error.

```lean
import Mathlib

noncomputable section

namespace CutoffExtrapolation

/-- Correlation energy at plane-wave cutoff `G ≠ 0`: the limit `E0`, a leading error `A / G ^ 3`
and a next-order error `B / G ^ 5`. -/
def cutoffEnergy (E0 A B G : ℝ) : ℝ := E0 + A / G ^ 3 + B / G ^ 5

/-- Two-point extrapolation of an energy curve `E` from the cutoffs `G1` and `G2`,
for `G1 ≠ G2`. -/
def extrapolate (E : ℝ → ℝ) (G1 G2 : ℝ) : ℝ :=
  (G2 ^ 3 * E G2 - G1 ^ 3 * E G1) / (G2 ^ 3 - G1 ^ 3)

/-- The coefficient `(1 / G1 ^ 2 - 1 / G2 ^ 2) / (G2 ^ 3 - G1 ^ 3)`, for nonzero cutoffs
`G1 ≠ G2`. -/
def residualWeight (G1 G2 : ℝ) : ℝ :=
  (1 / G1 ^ 2 - 1 / G2 ^ 2) / (G2 ^ 3 - G1 ^ 3)

/-- For positive cutoffs `G1 < G2`, the cube of the larger one exceeds that of the smaller. -/
theorem cube_gap_pos {G1 G2 : ℝ} (h1 : 0 < G1) (h12 : G1 < G2) : 0 < G2 ^ 3 - G1 ^ 3 := by
  have h2 : 0 < G2 := h1.trans h12
  have e : G2 ^ 3 - G1 ^ 3 = (G2 - G1) * (G1 ^ 2 + G1 * G2 + G2 ^ 2) := by ring
  rw [e]
  exact mul_pos (sub_pos.2 h12) (by positivity)

/-- Multiplying the energy by `G ^ 3`, for `G > 0`, turns the leading cutoff error into the
constant `A`. -/
theorem scaled_energy (E0 A B : ℝ) {G : ℝ} (hG : 0 < G) :
    G ^ 3 * cutoffEnergy E0 A B G = E0 * G ^ 3 + A + B / G ^ 2 := by
  have hA : A / G ^ 3 * G ^ 3 = A := by field_simp
  have hB : B / G ^ 5 * G ^ 3 = B / G ^ 2 := by
    rw [div_mul_eq_mul_div, div_eq_div_iff (by positivity) (by positivity)]
    ring
  unfold cutoffEnergy
  linear_combination hA + hB

/-- For `0 < G1 < G2`, the two-point extrapolation equals `E0` minus `B` times the residual
coefficient, whatever the value of `A`. -/
theorem extrapolate_cutoffEnergy (E0 A B : ℝ) {G1 G2 : ℝ} (h1 : 0 < G1) (h12 : G1 < G2) :
    extrapolate (cutoffEnergy E0 A B) G1 G2 = E0 - B * residualWeight G1 G2 := by
  have hD := (cube_gap_pos h1 h12).ne'
  have hc : residualWeight G1 G2 * (G2 ^ 3 - G1 ^ 3) = 1 / G1 ^ 2 - 1 / G2 ^ 2 := by
    unfold residualWeight
    exact (div_eq_iff hD).1 rfl |>.symm
  -- the constant `A` cancels between the two scaled energies
  rw [extrapolate, scaled_energy E0 A B h1, scaled_energy E0 A B (h1.trans h12), div_eq_iff hD]
  linear_combination B * hc

/-- For `0 < G1 < G2`, the residual coefficient is a ratio of sums and products of the cutoffs,
free of differences. -/
theorem residualWeight_eq {G1 G2 : ℝ} (h1 : 0 < G1) (h12 : G1 < G2) :
    residualWeight G1 G2 =
      (G1 + G2) / (G1 ^ 2 * G2 ^ 2 * (G1 ^ 2 + G1 * G2 + G2 ^ 2)) := by
  have h2 : 0 < G2 := h1.trans h12
  have hD := cube_gap_pos h1 h12
  rw [residualWeight, div_sub_div _ _ (by positivity) (by positivity), div_div,
    div_eq_div_iff (mul_pos (by positivity) hD).ne' (by positivity)]
  ring

/-- For `0 < G1 < G2`, the residual coefficient lies strictly between `2 / (3 G ^ 5)` taken at
the larger cutoff and the same expression taken at the smaller one. -/
theorem residualWeight_bounds {G1 G2 : ℝ} (h1 : 0 < G1) (h12 : G1 < G2) :
    2 / (3 * G2 ^ 5) < residualWeight G1 G2 ∧ residualWeight G1 G2 < 2 / (3 * G1 ^ 5) := by
  rw [residualWeight_eq h1 h12]
  -- in terms of the gap `d` both differences have only positive coefficients
  obtain ⟨d, hd, rfl⟩ : ∃ d, 0 < d ∧ G2 = G1 + d := ⟨G2 - G1, by linarith, by ring⟩
  constructor
  · rw [div_lt_div_iff₀ (by positivity) (by positivity)]
    have p : 0 < (G1 + d) ^ 2 *
        (15 * G1 ^ 3 * d + 25 * G1 ^ 2 * d ^ 2 + 15 * G1 * d ^ 3 + 3 * d ^ 4) := by positivity
    nlinarith [p]
  · rw [div_lt_div_iff₀ (by positivity) (by positivity)]
    have p : 0 < G1 ^ 2 *
        (15 * G1 ^ 3 * d + 20 * G1 ^ 2 * d ^ 2 + 10 * G1 * d ^ 3 + 2 * d ^ 4) := by positivity
    nlinarith [p]

/-- For `0 < G1 < G2`, the extrapolated energy lies below `E0` exactly when `B > 0`, and above
`E0` exactly when `B < 0`. -/
theorem error_sign (E0 A B : ℝ) {G1 G2 : ℝ} (h1 : 0 < G1) (h12 : G1 < G2) :
    (extrapolate (cutoffEnergy E0 A B) G1 G2 < E0 ↔ 0 < B) ∧
      (E0 < extrapolate (cutoffEnergy E0 A B) G1 G2 ↔ B < 0) := by
  have h2 : 0 < G2 := h1.trans h12
  have hc : 0 < residualWeight G1 G2 := by
    rw [residualWeight_eq h1 h12]
    positivity
  rw [extrapolate_cutoffEnergy E0 A B h1 h12]
  refine ⟨⟨fun h => ?_, fun h => ?_⟩, ⟨fun h => ?_, fun h => ?_⟩⟩
  · by_contra hn
    nlinarith [mul_nonneg (sub_nonneg.2 (not_lt.1 hn)) hc.le]
  · nlinarith [mul_pos h hc]
  · by_contra hn
    nlinarith [mul_nonneg (not_lt.1 hn) hc.le]
  · nlinarith [mul_pos (neg_pos.2 h) hc]

/-- For `0 < G1 < G2` and `B ≠ 0`, the size of the extrapolation error lies strictly between
two thirds of `|B| / G2 ^ 5` and two thirds of `|B| / G1 ^ 5`. -/
theorem error_size (E0 A : ℝ) {B G1 G2 : ℝ} (hB : B ≠ 0) (h1 : 0 < G1) (h12 : G1 < G2) :
    |B| * (2 / (3 * G2 ^ 5)) < |extrapolate (cutoffEnergy E0 A B) G1 G2 - E0| ∧
      |extrapolate (cutoffEnergy E0 A B) G1 G2 - E0| < |B| * (2 / (3 * G1 ^ 5)) := by
  have h2 : 0 < G2 := h1.trans h12
  obtain ⟨hl, hu⟩ := residualWeight_bounds h1 h12
  have hc : 0 < residualWeight G1 G2 := lt_trans (by positivity) hl
  have e : extrapolate (cutoffEnergy E0 A B) G1 G2 - E0 = -(B * residualWeight G1 G2) := by
    rw [extrapolate_cutoffEnergy E0 A B h1 h12]
    ring
  rw [e, abs_neg, abs_mul, abs_of_pos hc]
  have hB' : 0 < |B| := abs_pos.2 hB
  constructor
  · gcongr
  · gcongr

/-- For `0 < G1 < G2`, a weighted sum of the two energies returns `E0` for every `E0` and `A`
at `B = 0` exactly when its weights are those of the two-point extrapolation. -/
theorem weights_unique {G1 G2 : ℝ} (h1 : 0 < G1) (h12 : G1 < G2) (w1 w2 : ℝ) :
    (∀ E0 A, w1 * cutoffEnergy E0 A 0 G1 + w2 * cutoffEnergy E0 A 0 G2 = E0) ↔
      w1 = -G1 ^ 3 / (G2 ^ 3 - G1 ^ 3) ∧ w2 = G2 ^ 3 / (G2 ^ 3 - G1 ^ 3) := by
  have h2 : 0 < G2 := h1.trans h12
  have hD := (cube_gap_pos h1 h12).ne'
  constructor
  · intro h
    -- a constant curve fixes the sum of the weights, a pure `1 / G ^ 3` curve their ratio
    have ha := h 1 0
    have hb := h 0 (G1 ^ 3 * G2 ^ 3)
    have e1 : G1 ^ 3 * G2 ^ 3 / G1 ^ 3 = G2 ^ 3 := by field_simp
    have e2 : G1 ^ 3 * G2 ^ 3 / G2 ^ 3 = G1 ^ 3 := by field_simp
    simp only [cutoffEnergy, zero_div, add_zero, mul_one] at ha
    simp only [cutoffEnergy, e1, e2, zero_div, add_zero, zero_add] at hb
    rw [eq_div_iff hD, eq_div_iff hD]
    constructor
    · linear_combination hb - G1 ^ 3 * ha
    · linear_combination G2 ^ 3 * ha - hb
  · rintro ⟨rfl, rfl⟩ E0 A
    have h := extrapolate_cutoffEnergy E0 A 0 h1 h12
    unfold extrapolate at h
    linear_combination h

/-- For three cutoffs `0 < G1 < G2 < G3`, the two successive two-point extrapolations, combined
with their residual coefficients, give `E0` exactly. -/
theorem three_point_exact (E0 A B : ℝ) {G1 G2 G3 : ℝ}
    (h1 : 0 < G1) (h12 : G1 < G2) (h23 : G2 < G3) :
    (residualWeight G1 G2 * extrapolate (cutoffEnergy E0 A B) G2 G3
        - residualWeight G2 G3 * extrapolate (cutoffEnergy E0 A B) G1 G2)
      / (residualWeight G1 G2 - residualWeight G2 G3) = E0 := by
  have h2 : 0 < G2 := h1.trans h12
  -- the bounds at the middle cutoff separate the two coefficients
  have hlt : residualWeight G2 G3 < residualWeight G1 G2 :=
    (residualWeight_bounds h2 h23).2.trans (residualWeight_bounds h1 h12).1
  rw [extrapolate_cutoffEnergy E0 A B h1 h12, extrapolate_cutoffEnergy E0 A B h2 h23,
    div_eq_iff (sub_pos.2 hlt).ne']
  ring

end CutoffExtrapolation
```

```lean
#print axioms CutoffExtrapolation.extrapolate_cutoffEnergy
-- 'CutoffExtrapolation.extrapolate_cutoffEnergy' depends on axioms: [propext, Classical.choice, Quot.sound]
#print axioms CutoffExtrapolation.error_size
-- 'CutoffExtrapolation.error_size' depends on axioms: [propext, Classical.choice, Quot.sound]
#print axioms CutoffExtrapolation.weights_unique
-- 'CutoffExtrapolation.weights_unique' depends on axioms: [propext, Classical.choice, Quot.sound]
#print axioms CutoffExtrapolation.three_point_exact
-- 'CutoffExtrapolation.three_point_exact' depends on axioms: [propext, Classical.choice, Quot.sound]
```

## From the algebra to the Lean proof

`cube_gap_pos` factors the difference of cubes, so the division is legitimate. `scaled_energy` is the multiplication by $G^3$. In `extrapolate_cutoffEnergy`, `div_eq_iff` clears the denominator and `linear_combination B * hc` inserts the definition of $c$; $A$ cancels there.

`residualWeight_eq` checks the cancelled form by cross-multiplication. `residualWeight_bounds` substitutes $G_2=G_1+d$, proves the two polynomials above positive with `positivity`, and passes them to `nlinarith`.

`error_sign` combines the error formula with $c>0$, using contradiction to recover the sign of $B$. `error_size` takes absolute values and multiplies the bounds by $|B|$.

For `weights_unique`, the choices $(E_0,A)=(1,0)$ and $(0,G_1^3G_2^3)$ produce the two linear equations without fractions. `three_point_exact` chains the bounds at $G_2$ to get a nonzero denominator, after which `ring` finishes.
